# A C² deformation of ℝⁿ with zero finite strain everywhere is y(x) = Qx + c with Q orthogonal

A crystal has been deformed without any slip of its lattice planes, and every small region of it is examined. Everywhere the lattice spacings and angles are those of the undeformed crystal. Each region may still have been rotated, and it is not obvious that the rotation must be the same in different regions. Can the crystal be bent in this way without any local strain?

Let y(x) be the new position of the material point x, and let F be the deformation gradient, F_ij = ∂y_i/∂x_j. The finite strain is E = (FᵀF − I)/2, so zero strain means FᵀF = I. If y is twice continuously differentiable (C²) on all of ℝⁿ and FᵀF = I at every point, then y(x) = Qx + c with one constant orthogonal matrix Q and one constant vector c. No bending is possible.

## From constant FᵀF to constant F

Suppose more generally that C = FᵀF is the same invertible matrix at every point. A line element v is carried to Fv, and

v · Cw = (Fv) · (Fw).

Write B(u,v) for the second derivative of y at x along u and v. The left side does not depend on x, so differentiating along u gives

B(u,v) · Fw + Fv · B(u,w) = 0.

Set T(u,v,w) = B(u,v) · Fw. Then T(u,v,w) + T(u,w,v) = 0, and T(u,v,w) = T(v,u,w) because second derivatives commute. Applying the first relation to three orderings of the vectors, and the second where needed, gives

T(u,v,w) + T(w,u,v) = 0,
T(u,v,w) + T(w,v,u) = 0,
T(w,u,v) + T(w,v,u) = 0.

The first two minus the third leave 2T(u,v,w) = 0.

Now fix u and v and put a = B(u,v), so that a · Fw = 0 for every w. The choice w = Fᵀa gives |Fᵀa|² = 0, hence Fᵀa = 0. Since (det F)² = det C ≠ 0, F is invertible and a = 0. All second derivatives vanish, so F is a constant matrix A. The map y(x) − Ax has zero gradient and is a constant c. Thus

y(x) = Ax + c, AᵀA = C.

For C = I, A is an orthogonal matrix Q. Conversely, Qx + c has gradient Q, so FᵀF = QᵀQ = I. Finally (det Q)² = 1, and det F > 0 at one point selects det Q = 1, a proper rotation.

## A rotation in the plane, and the line

Take n = 2, c = (1, 2) and Q with rows (3/5, −4/5) and (4/5, 3/5). The columns have squared length 9/25 + 16/25 = 1 and scalar product −12/25 + 12/25 = 0, so the finite strain is zero. The origin goes to (1, 2) and the point (5, 0) goes to (4, 6); their distance is 5 before and after. The linearised strain (F + Fᵀ)/2 − I equals −(2/5)I, a spurious compression produced by the rotation alone.

For n = 1 the condition reads y′(x)² = 1. Differentiating gives 2y′y″ = 0, so y″ = 0 and y = x + c or y = −x + c. The fold y = |x| satisfies the condition except at x = 0, where it has no derivative. On the line, continuity with zero strain away from a single point is therefore not enough.

## Deformation gradient and Cauchy-Green tensor in Lean

```lean
import Mathlib

open Matrix

namespace FiniteStrainRigidity

noncomputable section

/-- Coordinate vectors of `n`-dimensional space. -/
abbrev Space (n : ℕ) := Fin n → ℝ
```

Points and line elements are both coordinate vectors. Lengths and angles enter through the dot product `⬝ᵥ`, not through the norm that Mathlib puts on this type, which is the largest absolute coordinate.

```lean
variable {n : ℕ}

/-- The deformation gradient `F` of a differentiable deformation `y` at the point `x`: the matrix
of the derivative, with entries `∂y_i/∂x_j`. -/
def defGrad (y : Space n → Space n) (x : Space n) : Matrix (Fin n) (Fin n) ℝ :=
  LinearMap.toMatrix' (fderiv ℝ y x : Space n →ₗ[ℝ] Space n)
```

`fderiv ℝ y x` is the derivative at `x` as a linear map, and `defGrad y x` is its matrix F.

```lean
/-- The right Cauchy-Green tensor `Fᵀ F` of a differentiable deformation. -/
def cauchyGreen (y : Space n → Space n) (x : Space n) : Matrix (Fin n) (Fin n) ℝ :=
  (defGrad y x)ᵀ * defGrad y x
```

This is C = FᵀF. The next two lemmas identify Fv with the directional derivative and prove v · Cw = (Fv) · (Fw); `*ᵥ` is matrix times vector.

```lean
/-- The deformation gradient applied to a line element `v` is the derivative `fderiv ℝ y x` applied
to `v`; for a deformation differentiable at `x` this is the directional derivative along `v`. -/
theorem defGrad_mulVec (y : Space n → Space n) (x v : Space n) :
    defGrad y x *ᵥ v = fderiv ℝ y x v := by
  unfold defGrad
  rw [LinearMap.toMatrix'_mulVec]
  rfl

/-- The Cauchy-Green tensor gives the scalar product of the images of two line elements under the
derivative `fderiv ℝ y x`; for a deformation differentiable at `x` these images are the deformed
line elements. -/
theorem dot_cauchyGreen (y : Space n → Space n) (x v w : Space n) :
    v ⬝ᵥ (cauchyGreen y x *ᵥ w) = fderiv ℝ y x v ⬝ᵥ fderiv ℝ y x w := by
  unfold cauchyGreen
  rw [← Matrix.mulVec_mulVec, Matrix.dotProduct_mulVec, Matrix.vecMul_transpose,
    defGrad_mulVec, defGrad_mulVec]
```

## The second gradient vanishes

The expression `fderiv ℝ (fderiv ℝ y) x u v` is B(u,v), and `ContDiff ℝ 2 y` says that y is C² on the whole space.

```lean
/-- If the Cauchy-Green tensor of a twice continuously differentiable deformation is the same
everywhere, the scalar product of the second derivative along `u` and `v` with the deformed line
element of `w` changes sign when `v` and `w` are exchanged. -/
theorem second_gradient_skew {y : Space n → Space n} (hy : ContDiff ℝ 2 y)
    {C : Matrix (Fin n) (Fin n) ℝ} (hC : ∀ x, cauchyGreen y x = C) (x u v w : Space n) :
    fderiv ℝ (fderiv ℝ y) x u v ⬝ᵥ fderiv ℝ y x w
      + fderiv ℝ y x v ⬝ᵥ fderiv ℝ (fderiv ℝ y) x u w = 0 := by
  have hd : Differentiable ℝ (fderiv ℝ y) :=
    (hy.fderiv_right (m := 1) one_add_one_eq_two.le).differentiable (by simp)
  -- the gradient along the line through `x` in direction `u`
  have hL : HasDerivAt (fun t : ℝ => fderiv ℝ y (x + t • u))
      (fderiv ℝ (fderiv ℝ y) x u) 0 := (hd x).hasFDerivAt.hasLineDerivAt u
  have hv : ∀ (v : Space n) (i : Fin n),
      HasDerivAt (fun t : ℝ => fderiv ℝ y (x + t • u) v i)
        (fderiv ℝ (fderiv ℝ y) x u v i) 0 := by
    intro v i
    have h1 : HasDerivAt (fun t : ℝ => fderiv ℝ y (x + t • u) v)
        (fderiv ℝ (fderiv ℝ y) x u v) 0 := by
      simpa using hL.clm_apply (hasDerivAt_const (0 : ℝ) v)
    exact (hasDerivAt_pi.1 h1) i
  -- the product rule for the scalar product, which is constant along the line
  have hs : HasDerivAt
      (fun t : ℝ => ∑ i, fderiv ℝ y (x + t • u) v i * fderiv ℝ y (x + t • u) w i)
      (∑ i, (fderiv ℝ (fderiv ℝ y) x u v i * fderiv ℝ y (x + (0 : ℝ) • u) w i
        + fderiv ℝ y (x + (0 : ℝ) • u) v i * fderiv ℝ (fderiv ℝ y) x u w i)) 0 :=
    HasDerivAt.fun_sum fun i _ => (hv v i).fun_mul (hv w i)
  have hc : (fun t : ℝ => ∑ i, fderiv ℝ y (x + t • u) v i * fderiv ℝ y (x + t • u) w i)
      = fun _ => v ⬝ᵥ (C *ᵥ w) := by
    funext t
    rw [← hC (x + t • u)]
    exact (dot_cauchyGreen y (x + t • u) v w).symm
  rw [hc] at hs
  have h0 := hs.unique (hasDerivAt_const (0 : ℝ) (v ⬝ᵥ (C *ᵥ w)))
  simpa only [zero_smul, add_zero, Finset.sum_add_distrib, dotProduct] using h0
```

The proof follows y along the line x + tu. `hv` differentiates each component of Fv at t = 0, `hs` applies the product rule to the scalar product, and `hc` says that this scalar product is constant in t. A derivative is unique, so the sum is zero.

```lean
/-- If the Cauchy-Green tensor of a twice continuously differentiable deformation is the same
invertible matrix everywhere, the second gradient of the deformation vanishes. -/
theorem second_gradient_eq_zero {y : Space n → Space n} (hy : ContDiff ℝ 2 y)
    {C : Matrix (Fin n) (Fin n) ℝ} (hdet : C.det ≠ 0) (hC : ∀ x, cauchyGreen y x = C)
    (x : Space n) : fderiv ℝ (fderiv ℝ y) x = 0 := by
  have hsym : ∀ u v, fderiv ℝ (fderiv ℝ y) x u v = fderiv ℝ (fderiv ℝ y) x v u :=
    fun u v => (hy.contDiffAt.isSymmSndFDerivAt (by simp)) u v
  -- symmetric in the first pair and antisymmetric in the last pair, hence zero
  have hT : ∀ u v w, fderiv ℝ (fderiv ℝ y) x u v ⬝ᵥ fderiv ℝ y x w = 0 := by
    intro u v w
    have h1 := second_gradient_skew hy hC x u v w
    have h2 := second_gradient_skew hy hC x v u w
    have h3 := second_gradient_skew hy hC x w u v
    rw [dotProduct_comm (fderiv ℝ y x v), hsym u w] at h1
    rw [dotProduct_comm (fderiv ℝ y x u), hsym v u, hsym v w] at h2
    rw [dotProduct_comm (fderiv ℝ y x u)] at h3
    linarith
  have hF : (defGrad y x).det ≠ 0 := by
    intro h
    apply hdet
    rw [← hC x, cauchyGreen, Matrix.det_mul, h, mul_zero]
  -- the deformed line elements span the whole space
  have key : ∀ a : Space n, (∀ w, a ⬝ᵥ fderiv ℝ y x w = 0) → a = 0 := by
    intro a ha
    have h := ha (a ᵥ* defGrad y x)
    rw [← defGrad_mulVec, Matrix.dotProduct_mulVec] at h
    exact Matrix.eq_zero_of_vecMul_eq_zero hF (dotProduct_self_eq_zero.1 h)
  refine ContinuousLinearMap.ext fun u => ContinuousLinearMap.ext fun v => ?_
  exact key _ (hT u v)
```

Here `hsym` is the symmetry of second derivatives, and `h1`, `h2`, `h3` become the three equations for T, which `linarith` combines. `hF` derives det F ≠ 0 from det C ≠ 0, and `key` makes the choice w = Fᵀa, written `a ᵥ* defGrad y x`.

## Uniform strain, rigid motion and proper rotation

```lean
/-- Uniform strain means homogeneous deformation: if the Cauchy-Green tensor of a twice
continuously differentiable deformation is the same invertible matrix `C` everywhere, then
`y(x) = A x + c` with constant `A` and `c`, and `Aᵀ A = C`. -/
theorem homogeneous_of_uniform_strain {y : Space n → Space n} (hy : ContDiff ℝ 2 y)
    {C : Matrix (Fin n) (Fin n) ℝ} (hdet : C.det ≠ 0) (hC : ∀ x, cauchyGreen y x = C) :
    ∃ (A : Matrix (Fin n) (Fin n) ℝ) (c : Space n), Aᵀ * A = C ∧ ∀ x, y x = A *ᵥ x + c := by
  have hd : Differentiable ℝ (fderiv ℝ y) :=
    (hy.fderiv_right (m := 1) one_add_one_eq_two.le).differentiable (by simp)
  have hconst := is_const_of_fderiv_eq_zero hd (second_gradient_eq_zero hy hdet hC)
  refine ⟨defGrad y 0, y 0, hC 0, fun x => ?_⟩
  -- subtracting the linear part leaves a map with zero gradient
  have hg : ∀ z, HasFDerivAt (fun z => y z - fderiv ℝ y 0 z)
      (0 : Space n →L[ℝ] Space n) z := by
    intro z
    have h : HasFDerivAt (fun z => y z - fderiv ℝ y 0 z) (fderiv ℝ y z - fderiv ℝ y 0) z :=
      ((hy.differentiable (by norm_num)) z).hasFDerivAt.sub (fderiv ℝ y 0).hasFDerivAt
    rwa [hconst z 0, sub_self] at h
  have h := is_const_of_fderiv_eq_zero (fun z => (hg z).differentiableAt)
    (fun z => (hg z).fderiv) x 0
  simp only [map_zero, sub_zero] at h
  rw [defGrad_mulVec, ← h]
  abel
```

The constants are A = F(0) and c = y(0). A map with zero derivative is constant; this is used once for F and once for y(x) − F(0)x. The hypothesis `C.det ≠ 0` says that no line element is crushed to zero length. Without it the statement fails for n = 2: the map (s, t) ↦ (cos s, sin s) has constant FᵀF, with diagonal entries 1 and 0, and is not affine.

Elastic constants are often computed by applying one matrix to the cell vectors of a periodic crystal. For C² deformations of all space with uniform, invertible FᵀF, the theorem shows that the deformation is of this kind, up to a translation.

```lean
/-- The deformation gradient of the homogeneous deformation `x ↦ A x + c` is `A` everywhere. -/
theorem defGrad_affine (A : Matrix (Fin n) (Fin n) ℝ) (c x : Space n) :
    defGrad (fun z => A *ᵥ z + c) x = A := by
  have h : HasFDerivAt (fun z : Space n => A *ᵥ z + c)
      (LinearMap.toContinuousLinearMap (Matrix.toLin' A)) x :=
    (LinearMap.toContinuousLinearMap (Matrix.toLin' A)).hasFDerivAt.add_const c
  unfold defGrad
  rw [h.fderiv]
  exact LinearMap.toMatrix'_toLin' A

/-- A twice continuously differentiable deformation satisfies `Fᵀ F = 1` at every point if and
only if `y(x) = Q x + c` with one constant orthogonal matrix `Q` and one constant vector `c`. -/
theorem zero_strain_iff_rigid {y : Space n → Space n} (hy : ContDiff ℝ 2 y) :
    (∀ x, (defGrad y x)ᵀ * defGrad y x = 1) ↔
      ∃ (Q : Matrix (Fin n) (Fin n) ℝ) (c : Space n), Qᵀ * Q = 1 ∧ ∀ x, y x = Q *ᵥ x + c := by
  constructor
  · intro h
    exact homogeneous_of_uniform_strain hy (by simp) h
  · rintro ⟨Q, c, hQ, hyQ⟩ x
    rw [funext hyQ, defGrad_affine, hQ]
```

The forward direction is `homogeneous_of_uniform_strain` with C = 1, the identity matrix. The converse uses `defGrad_affine`. For n ≥ 1, Q may be a reflection.

```lean
/-- If a twice continuously differentiable deformation satisfies `Fᵀ F = 1` at every point and
`det F > 0` at one point, then `y(x) = Q x + c` with a constant vector `c` and a constant
orthogonal matrix `Q` of determinant one. -/
theorem proper_rotation_of_zero_strain {y : Space n → Space n} (hy : ContDiff ℝ 2 y)
    (h : ∀ x, (defGrad y x)ᵀ * defGrad y x = 1) {p : Space n} (hp : 0 < (defGrad y p).det) :
    ∃ (Q : Matrix (Fin n) (Fin n) ℝ) (c : Space n),
      Qᵀ * Q = 1 ∧ Q.det = 1 ∧ ∀ x, y x = Q *ᵥ x + c := by
  obtain ⟨Q, c, hQ, hyQ⟩ := (zero_strain_iff_rigid hy).1 h
  rw [funext hyQ, defGrad_affine] at hp
  -- an orthogonal matrix has determinant `1` or `-1`
  have hd := congrArg Matrix.det hQ
  rw [Matrix.det_mul, Matrix.det_transpose, Matrix.det_one] at hd
  refine ⟨Q, c, hQ, ?_, hyQ⟩
  rcases mul_self_eq_one_iff.1 hd with h1 | h1
  · exact h1
  · linarith

end

end FiniteStrainRigidity
```

The condition det F > 0 at the point `p` stands for a deformation that does not turn the material there into its mirror image. The proof evaluates F at `p` as Q and rules out det Q = −1.

The theorems take y to be a C² field on all of ℝⁿ, whereas a specimen is a bounded piece of a discrete lattice. They also do not cover slip, which can leave the lattice spacings and angles unchanged although FᵀF ≠ I for the material.

```lean
#print axioms FiniteStrainRigidity.proper_rotation_of_zero_strain
-- 'FiniteStrainRigidity.proper_rotation_of_zero_strain' depends on axioms: [propext, Classical.choice, Quot.sound]
```
